# A coherent junction whose leads couple through $p$ left and $q$ right orbitals has at most $\min(p,q)$ open channels

Let $t=AGB$ be the transmission amplitude matrix of a junction, where $G$ is the $p\times q$ block of the Green function between the left and right contact orbitals, and $A$ and $B$ couple these orbitals to the leads. Then $t^\dagger t$ has at most $\min(p,q)$ nonzero eigenvalues, counted with multiplicity, however many channels the leads carry. If flux is also conserved, the total transmission is at most $\min(p,q)$.

## Leads, contact orbitals and eigenchannels

Fix an energy. The left lead has $N_L$ channels and touches the central region through $p$ orbitals; the right lead has $N_R$ channels and touches it through $q$ orbitals. The transmitted part of a wave coming in from the right enters through $B$ (size $q\times N_R$), propagates by $G$ and leaves to the left through $A$ (size $N_L\times p$). The broadening matrices of the two contacts are
$$\Gamma_L=A^\dagger A,\qquad \Gamma_R=BB^\dagger .$$
Channels are flux-normalised, and constant prefactors are absorbed in $A$ and $B$.

The eigenvalues $T_i$ of the Hermitian $N_R\times N_R$ matrix $t^\dagger t$ are the transmissions of the eigenchannels. Here an eigenchannel is called open when $T_i\neq0$, however small $T_i$ is. This differs from the usage in which every propagating lead mode is an open channel.

For non-interacting electrons at zero temperature, the linear conductance per spin is $e^2/h$ times the total transmission at the Fermi energy. If flux is conserved, a junction with a contact that couples through a single orbital therefore has a conductance of at most $e^2/h$ per spin. In a first-principles calculation, $p$ and $q$ count all basis orbitals that couple to the leads, so a large basis can make the bound loose.

## Counting channels by rank

If $t^\dagger t v=0$, then $\|tv\|^2=v^\dagger t^\dagger t v=0$, so $tv=0$. The converse is immediate. Thus $t^\dagger t$ and $t$ have the same kernel and, acting on the same space, the same rank. Diagonalising $t^\dagger t$ shows that its rank is the number of nonzero $T_i$, so
$$\#\{i: T_i\neq 0\}=\operatorname{rank} t .$$

The range of $AGB$ lies in the range of $A$, which is spanned by $p$ columns, so $\operatorname{rank}t\le p$. The range of $AGB$ is also the image under $AG$ of the range of $B$, which lies in a $q$-dimensional space, so $\operatorname{rank}t\le q$. Together these give the bound $\min(p,q)$.

The bound is attained. Let both contacts have $m$ orbitals and let $G$, $\Gamma_L$ and $\Gamma_R$ be invertible. Then
$$A^\dagger t B^\dagger=(A^\dagger A)\,G\,(BB^\dagger)=\Gamma_L G\,\Gamma_R$$
is an invertible $m\times m$ matrix. Its rank $m$ cannot exceed $\operatorname{rank}t$, so exactly $m$ channels are open.

## From the number of channels to the total transmission

Cyclicity of the trace gives
$$\operatorname{Tr}t^\dagger t=\operatorname{Tr}(B^\dagger G^\dagger A^\dagger A G B)=\operatorname{Tr}(\Gamma_L G\,\Gamma_R G^\dagger).$$

Let $r$ be the $N_R\times N_R$ reflection matrix for waves coming in from the right, and suppose that
$$r^\dagger r+t^\dagger t=1 .$$
Physically, every incoming electron leaves elastically through one of the two leads, with no absorption and no third terminal. For a normalised eigenvector $v_i$ of $t^\dagger t$,
$$1-T_i=v_i^\dagger(1-t^\dagger t)v_i=v_i^\dagger r^\dagger r v_i=\|rv_i\|^2\ge0,$$
so $T_i\le1$. Closed channels contribute zero to the trace and open ones at most one each. Hence
$$\operatorname{Tr}(\Gamma_L G\,\Gamma_R G^\dagger)=\sum_i T_i\le\#\{i:T_i\ne0\}\le\min(p,q).$$

A small example has two channels per lead and one contact orbital on each side, the two orbitals being distinct: $A=(1,0)^{T}$, $G=3/5$, $B=(1,0)$. Then $t=\operatorname{diag}(3/5,0)$, and $r=\operatorname{diag}(4/5,1)$ conserves flux. One channel is open, with transmission $9/25$; the other is fully reflected.

## The junction as Lean matrices

In the code, `NL`, `NR`, `p` and `q` are finite index types, and the numbers $p$ and $q$ above are `Fintype.card p` and `Fintype.card q`. The symbol `ᴴ` is the conjugate transpose. `amplitude A G B` is $t$, `transmission t i` is $T_i$ with `i` running over the right-lead index type, and `openChannels t` counts the indices with nonzero transmission. Because the eigenvalues are indexed by an eigenbasis, degenerate ones are counted separately.

The main theorem, `openChannels_le_contact_orbitals`, says that for all complex matrices `A`, `G` and `B` of matching sizes, this count is at most the smaller of the two orbital numbers. It requires neither invertibility nor flux conservation. Attainment, in `openChannels_eq_contact_orbitals`, uses one index type for both contacts and expresses invertibility by `IsUnit`. The shared index type only makes the two orbital numbers equal; the left and right orbitals may be physically distinct.

`total_transmission_le` takes the real part of the trace, because the trace is a complex number in Lean; its value is real. The hypothesis `flux` is assumed, not derived from a Hamiltonian. Likewise, `G` is an arbitrary matrix, so the theorems do not establish that a particular device has the form $AGB$. Direct coupling between the leads would add a term to $t$ that this form omits, and inelastic scattering is not modelled.

## A count based on the trace-formula matrix

Channels could also be defined through the $p\times p$ matrix $\Gamma_L G\,\Gamma_R G^\dagger$, which nonequilibrium Green function codes often have at hand. Its nonzero eigenvalues agree with those of $t^\dagger t$, including algebraic multiplicity, since the two matrices are products of the same two factors in opposite order. The bound by $p$ would then follow from the matrix size alone. However, this matrix is generally not Hermitian, so real eigenvalues and an orthonormal eigenbasis would no longer come directly from the spectral theorem. The choice $t^\dagger t$ provides both, and its eigenvectors are the incoming waves used in the flux argument.

## The complete Lean file

```lean
import Mathlib

open Matrix
open scoped ComplexOrder

namespace ContactOrbitalChannels

noncomputable section

variable {NL NR p q : Type*} [Fintype NL] [Fintype NR] [Fintype p] [Fintype q]

/-- The transmission amplitude matrix `t = A G B`: `G` is the Green function block between the
left and right contact orbitals, `A` and `B` couple these orbitals to the lead channels. -/
def amplitude (A : Matrix NL p ℂ) (G : Matrix p q ℂ) (B : Matrix q NR ℂ) : Matrix NL NR ℂ :=
  A * G * B

/-- The transmissions of the eigenchannels: the eigenvalues of the Hermitian matrix `t†t`,
listed with multiplicity. -/
def transmission [DecidableEq NR] (t : Matrix NL NR ℂ) (i : NR) : ℝ :=
  (isHermitian_conjTranspose_mul_self t).eigenvalues i

/-- The number of open channels: the number of nonzero eigenvalues of `t†t`, counted with
multiplicity. -/
def openChannels [DecidableEq NR] (t : Matrix NL NR ℂ) : ℕ :=
  (Finset.univ.filter fun i => transmission t i ≠ 0).card

/-- The number of open channels is the rank of the transmission amplitude matrix. -/
theorem openChannels_eq_rank [DecidableEq NR] (t : Matrix NL NR ℂ) :
    openChannels t = t.rank := by
  rw [← Matrix.rank_conjTranspose_mul_self t,
    (isHermitian_conjTranspose_mul_self t).rank_eq_card_non_zero_eigs, Fintype.card_subtype]
  rfl

/-- The number of open channels is at most the number of contact orbitals on either side of
the junction. -/
theorem openChannels_le_contact_orbitals [DecidableEq NR]
    (A : Matrix NL p ℂ) (G : Matrix p q ℂ) (B : Matrix q NR ℂ) :
    openChannels (amplitude A G B) ≤ min (Fintype.card p) (Fintype.card q) := by
  rw [openChannels_eq_rank]
  refine le_min ?_ ?_
  · -- every transmitted wave leaves through the left contact orbitals
    exact ((Matrix.rank_mul_le_left (A * G) B).trans (Matrix.rank_mul_le_left A G)).trans
      (Matrix.rank_le_card_width A)
  · -- every transmitted wave enters through the right contact orbitals
    exact (Matrix.rank_mul_le_right (A * G) B).trans (Matrix.rank_le_card_height B)

/-- If both contacts have the same orbital set and the Green function and both broadening
matrices `A†A` and `BB†` are invertible, there are exactly as many open channels as contact
orbitals. -/
theorem openChannels_eq_contact_orbitals [DecidableEq NR] [DecidableEq p]
    (A : Matrix NL p ℂ) (G : Matrix p p ℂ) (B : Matrix p NR ℂ)
    (hA : IsUnit (Aᴴ * A)) (hG : IsUnit G) (hB : IsUnit (B * Bᴴ)) :
    openChannels (amplitude A G B) = Fintype.card p := by
  apply le_antisymm
  · simpa using openChannels_le_contact_orbitals A G B
  · -- sandwiching `t` between the couplings gives an invertible matrix
    have hU : IsUnit (Aᴴ * amplitude A G B * Bᴴ) := by
      have h : Aᴴ * amplitude A G B * Bᴴ = (Aᴴ * A) * G * (B * Bᴴ) := by
        simp only [amplitude, Matrix.mul_assoc]
      rw [h]
      exact (hA.mul hG).mul hB
    rw [openChannels_eq_rank, ← Matrix.rank_of_isUnit _ hU]
    exact (Matrix.rank_mul_le_left _ _).trans (Matrix.rank_mul_le_right _ _)

/-- The trace of `t†t` equals the Green function trace formula `Tr(Γ_L G Γ_R G†)` with
broadening matrices `Γ_L = A†A` and `Γ_R = BB†`. -/
theorem trace_formula (A : Matrix NL p ℂ) (G : Matrix p q ℂ) (B : Matrix q NR ℂ) :
    ((amplitude A G B)ᴴ * amplitude A G B).trace
      = ((Aᴴ * A) * G * (B * Bᴴ) * Gᴴ).trace := by
  have h : (amplitude A G B)ᴴ * amplitude A G B = (Bᴴ * Gᴴ) * (Aᴴ * A * G * B) := by
    simp only [amplitude, Matrix.conjTranspose_mul, Matrix.mul_assoc]
  rw [h, Matrix.trace_mul_comm]
  simp only [Matrix.mul_assoc]

/-- The squared length of a complex vector is the sum of its squared moduli. -/
theorem star_dot_self (w : NR → ℂ) :
    star w ⬝ᵥ w = ((∑ i, ‖w i‖ ^ 2 : ℝ) : ℂ) := by
  push_cast
  exact Finset.sum_congr rfl fun i _ => Complex.conj_mul' (w i)

/-- If flux is conserved, `r†r + t†t = 1` with reflection matrix `r`, no eigenchannel transmits
more than one. -/
theorem transmission_le_one [DecidableEq NR] (t : Matrix NL NR ℂ) (r : Matrix NR NR ℂ)
    (flux : rᴴ * r + tᴴ * t = 1) (i : NR) : transmission t i ≤ 1 := by
  -- a normalised eigenchannel
  obtain ⟨v, hvv, hv⟩ : ∃ v : NR → ℂ, star v ⬝ᵥ v = 1 ∧
      (tᴴ * t) *ᵥ v = transmission t i • v := by
    let b := (isHermitian_conjTranspose_mul_self t).eigenvectorBasis
    refine ⟨(b i).ofLp, ?_, (isHermitian_conjTranspose_mul_self t).mulVec_eigenvectorBasis i⟩
    have h := EuclideanSpace.norm_sq_eq (b i)
    rw [b.orthonormal.1 i] at h
    rw [star_dot_self, ← h]
    norm_num
  -- its reflected flux is `1 - T`, and a flux is nonnegative
  have h1 : star v ⬝ᵥ ((rᴴ * r) *ᵥ v) = ((1 - transmission t i : ℝ) : ℂ) := by
    rw [eq_sub_of_add_eq flux, Matrix.sub_mulVec, Matrix.one_mulVec, hv, dotProduct_sub,
      dotProduct_smul, hvv]
    simp
  rw [← Matrix.mulVec_mulVec, Matrix.dotProduct_mulVec, ← Matrix.star_mulVec,
    star_dot_self] at h1
  have h2 : ∑ j, ‖(r *ᵥ v) j‖ ^ 2 = 1 - transmission t i := Complex.ofReal_injective h1
  have h3 : 0 ≤ ∑ j, ‖(r *ᵥ v) j‖ ^ 2 := Finset.sum_nonneg fun j _ => sq_nonneg _
  linarith

/-- If flux is conserved, the total transmission `Tr(Γ_L G Γ_R G†)` is at most the number of
contact orbitals on either side. -/
theorem total_transmission_le [DecidableEq NR]
    (A : Matrix NL p ℂ) (G : Matrix p q ℂ) (B : Matrix q NR ℂ) (r : Matrix NR NR ℂ)
    (flux : rᴴ * r + (amplitude A G B)ᴴ * amplitude A G B = 1) :
    ((Aᴴ * A) * G * (B * Bᴴ) * Gᴴ).trace.re
      ≤ ((min (Fintype.card p) (Fintype.card q) : ℕ) : ℝ) := by
  have htr : ((amplitude A G B)ᴴ * amplitude A G B).trace.re
      = ∑ i, transmission (amplitude A G B) i := by
    rw [(isHermitian_conjTranspose_mul_self (amplitude A G B)).trace_eq_sum_eigenvalues,
      Complex.re_sum]
    rfl
  rw [← trace_formula, htr]
  -- closed channels contribute nothing, open ones at most one each
  calc ∑ i, transmission (amplitude A G B) i
      ≤ ∑ i, (if transmission (amplitude A G B) i ≠ 0 then (1 : ℝ) else 0) := by
        refine Finset.sum_le_sum fun i _ => ?_
        split_ifs with h
        · exact transmission_le_one _ r flux i
        · exact (not_not.mp h).le
    _ = (openChannels (amplitude A G B) : ℝ) := by
        rw [openChannels, Finset.sum_boole]
    _ ≤ _ := Nat.cast_le.mpr (openChannels_le_contact_orbitals A G B)

/-- Flux conservation holds for a junction with two channels per lead and one contact orbital on
each side, with transmission amplitude `3/5` and reflection amplitudes `4/5` and `1`. -/
theorem flux_witness :
    (!![4/5, 0; 0, 1] : Matrix (Fin 2) (Fin 2) ℂ)ᴴ * !![4/5, 0; 0, 1]
      + (amplitude (!![1; 0] : Matrix (Fin 2) (Fin 1) ℂ) (!![3/5] : Matrix (Fin 1) (Fin 1) ℂ)
          (!![1, 0] : Matrix (Fin 1) (Fin 2) ℂ))ᴴ
        * amplitude (!![1; 0] : Matrix (Fin 2) (Fin 1) ℂ) (!![3/5] : Matrix (Fin 1) (Fin 1) ℂ)
          (!![1, 0] : Matrix (Fin 1) (Fin 2) ℂ) = 1 := by
  -- the numerals are real, so conjugation leaves them unchanged
  have h3 : (starRingEnd ℂ) 3 = 3 := Complex.conj_eq_iff_im.mpr (by simp)
  have h4 : (starRingEnd ℂ) 4 = 4 := Complex.conj_eq_iff_im.mpr (by simp)
  have h5 : (starRingEnd ℂ) 5 = 5 := Complex.conj_eq_iff_im.mpr (by simp)
  ext i j
  fin_cases i <;> fin_cases j <;>
    norm_num [amplitude, Matrix.mul_apply, Fin.sum_univ_succ, Matrix.conjTranspose_apply]
  rw [h3, h4, h5]
  norm_num

end

end ContactOrbitalChannels
```

```lean
#print axioms ContactOrbitalChannels.openChannels_le_contact_orbitals
#print axioms ContactOrbitalChannels.openChannels_eq_contact_orbitals
#print axioms ContactOrbitalChannels.total_transmission_le
```

```
'ContactOrbitalChannels.openChannels_le_contact_orbitals' depends on axioms: [propext, Classical.choice, Quot.sound]
'ContactOrbitalChannels.openChannels_eq_contact_orbitals' depends on axioms: [propext, Classical.choice, Quot.sound]
'ContactOrbitalChannels.total_transmission_le' depends on axioms: [propext, Classical.choice, Quot.sound]
```

## Rank, flux and the final sum in the proof

`openChannels_eq_rank` combines two Mathlib facts: $t^\dagger t$ has the rank of $t$, and the rank of a Hermitian matrix is its number of nonzero eigenvalues.

In `openChannels_le_contact_orbitals`, `le_min` splits the claim into the two bounds. The first passes from $AGB$ to $AG$ to $A$ and ends with the number of columns of $A$. The second passes directly to $B$ and ends with its number of rows.

`openChannels_eq_contact_orbitals` takes its upper bound from that theorem. For the lower bound, `hU` states that $A^\dagger tB^\dagger$ is invertible, after regrouping it as $\Gamma_LG\Gamma_R$. Its full rank is then compared with the rank of $t$ by removing the outer factors one at a time.

`trace_formula` groups $t^\dagger t$ as $(B^\dagger G^\dagger)(A^\dagger AGB)$ and exchanges the two factors under the trace.

`star_dot_self` writes $w^\dagger w$ as a sum of squared moduli. `transmission_le_one` uses it twice: first to obtain $v^\dagger v=1$ for a vector of the eigenbasis, then to identify $v^\dagger r^\dagger rv$ with $\|rv\|^2$. The intermediate result `h1` is the equation for the reflected flux, $v^\dagger r^\dagger rv=1-T_i$; `h2` turns it into an equation between real numbers, and `h3` supplies nonnegativity.

In `total_transmission_le`, `htr` writes the trace as the sum of the transmissions. The `calc` chain bounds each term by one if the channel is open and by zero if it is closed, recognises the sum of these bounds as `openChannels`, and applies the main theorem.

Finally, `flux_witness` checks the flux equation for the two-channel example entry by entry, so the assumption is satisfied by at least one junction of the form $AGB$ with nonzero transmission.
